# Truncating exact exchange in the unpolarised uniform electron gas discards an energy that decays as D⁻²

In a metal, an electron's exchange interaction reaches far beyond its nearest neighbours. A program that computes exact exchange at reduced cost often ignores it beyond some distance D, and the question is how much energy is lost. For the unpolarised uniform electron gas, with its electrons in the non-interacting Fermi sea, the loss can be calculated in closed form. At large D it falls as the inverse square of D, with a known prefactor.

## The discarded energy and its limit

Let k be the Fermi wavevector, often written k_F, and let n = k³/(3π²) be the density. Energies are in hartrees and lengths in bohrs. Define the spherical Bessel function of order one and the dimensionless tail

j1(x) = sin x/x² − cos x/x

I(R) = ∫_{x>R} j1(x)²/x dx

The tail converges for every R > 0 and equals

I(R) = (R² − 2R sin R cos R + sin² R)/(4R⁴)

For R ≥ 1 it satisfies

I(R) ≤ 2/R² and |R² I(R) − 1/4| ≤ 1/(2R)

so R² I(R) → 1/4 as R → ∞. Because this limit is not zero, the decay is no faster than R⁻².

The exchange energy per electron from distances r > D is

E(D) = −(3k/π) I(kD)

and, at fixed k,

D² E(D) → −3/(4πk) as D → ∞

E(D) is negative, so leaving it out raises the energy.

## Where the cutoff enters an exchange calculation

In a periodic plane-wave code, such a cutoff can be applied through a truncated Coulomb kernel: 1/r for r < D and zero beyond. Its Fourier transform at wavevector G is

4π(1 − cos(GD))/G²

which has the finite limit 2πD² as G → 0. To obtain the exchange energy, the code multiplies the squared magnitudes of the Fourier components of each orbital-pair density by this kernel and sums the results, with the appropriate prefactor. The truncation then acts on the distance between the two electrons, which is the cutoff analysed here. For a given cell, k-point mesh and plane-wave basis, the number of terms in the sum does not depend on D, so in this form the truncation does not by itself reduce the work. A localised-basis code that drops pairs of basis functions according to the distance between their centres applies a related but different cutoff.

The inverse-square law tells how far the cutoff must grow for a given gain in accuracy in the uniform gas. For large D, making the discarded energy ten times smaller requires D to grow by a factor of about √10 ≈ 3.2. The volume inside the cutoff around each electron then grows by a factor of about 32.

## From the exchange hole to the closed form

The exchange hole is the depletion of density around an electron caused by the antisymmetry of the wavefunction. In the unpolarised gas it is

h(r) = −(9/2) n (j1(kr)/(kr))²

The energy per electron from r > D is half the Coulomb interaction of the electron with this part of the hole:

E(D) = (1/2) ∫_{r>D} 4πr² h(r)/r dr

Inserting h and n gives

4πr² h(r)/r = −(6k²/π) j1(kr)²/(kr)

With x = kr and dr = dx/k, the integral becomes −(6k/π) I(kD), and the factor 1/2 gives E(D) = −(3k/π) I(kD).

To evaluate I, write T(x) = N(x)/(4x⁴) with

N(x) = x² − 2x sin x cos x + sin² x

Differentiating term by term,

N′(x) = 2x − 2 sin x cos x − 2x(cos² x − sin² x) + 2 sin x cos x = 4x sin² x

The quotient rule then gives

−T′(x) = (N(x) − x² sin² x)/x⁵

Since x² − x² sin² x = x² cos² x, the numerator is a perfect square:

−T′(x) = (sin x − x cos x)²/x⁵ = j1(x)²/x

So −T is an antiderivative of the integrand. For its behaviour at large R, subtract the limiting value:

R² T(R) − 1/4 = (sin² R − 2R sin R cos R)/(4R²)

Since |2 sin R cos R| ≤ 1, the numerator lies between −R and 1 + R. For R ≥ 1 its absolute value is therefore at most 2R, which gives

|R² T(R) − 1/4| ≤ 1/(2R)

Hence R² T(R) → 1/4 and T(R) → 0. Integrating −T′ from R to infinity gives I(R) = T(R), and convergence follows because the integrand is nonnegative and its antiderivative has a finite limit. The same estimate gives R² I(R) ≤ 1/4 + 1/2 < 2 for R ≥ 1.

Finally,

D² E(D) = −(3/(πk)) (kD)² I(kD)

and the last two factors together tend to 1/4, which gives the limit −3/(4πk).

## A gas with k = 1 cut at D = 10

Here R = kD = 10, with sin 10 ≈ −0.54402 and cos 10 ≈ −0.83907. Then

N(10) ≈ 100 − 9.1295 + 0.2960 = 91.1665

I(10) ≈ 91.1665/40000 ≈ 0.0022792

E(10) ≈ −(3/π) · 0.0022792 ≈ −0.002176 hartree

The limiting law −3/(4πkD²) gives −0.002387 hartree, about 10 per cent larger in magnitude. The product R² I(R) is 0.2279, which differs from 1/4 by 0.0221, within the bound of 0.05.

At D = 20 the same formula gives I(20) ≈ 0.0006030 and E(20) ≈ −0.000576 hartree. Doubling the cutoff has reduced the discarded energy to about 26 per cent of its former value, close to the asymptotic quarter.

## The Lean file

```lean
import Mathlib

open MeasureTheory Filter Set Topology
open scoped Real

namespace UniformGasExchangeTail

noncomputable section

/-- The spherical Bessel function of order one, for `x ≠ 0`. -/
def j1 (x : ℝ) : ℝ := Real.sin x / x ^ 2 - Real.cos x / x

/-- The dimensionless exchange tail: the integral of `j1(x)² / x` over `x > R`, for `R > 0`. -/
def exchangeTail (R : ℝ) : ℝ := ∫ x in Ioi R, j1 x ^ 2 / x

/-- An elementary function of the cutoff `R ≠ 0`, used to evaluate the exchange tail. -/
def tailForm (R : ℝ) : ℝ :=
  (R ^ 2 - 2 * R * Real.sin R * Real.cos R + Real.sin R ^ 2) / (4 * R ^ 4)

/-- For `x > 0`, minus the elementary function `tailForm` is an antiderivative of the
exchange integrand `j1(x)² / x`. -/
theorem hasDerivAt_neg_tailForm {x : ℝ} (hx : 0 < x) :
    HasDerivAt (fun y => -tailForm y) (j1 x ^ 2 / x) x := by
  have h1 : HasDerivAt (fun y : ℝ => y ^ 2) (2 * x) x := by
    simpa using hasDerivAt_pow 2 x
  have h2 := (((hasDerivAt_id' x).const_mul 2).fun_mul
    (Real.hasDerivAt_sin x)).fun_mul (Real.hasDerivAt_cos x)
  have h3 : HasDerivAt (fun y => Real.sin y ^ 2) (2 * Real.sin x * Real.cos x) x := by
    simpa using (Real.hasDerivAt_sin x).fun_pow 2
  have h4 : HasDerivAt (fun y : ℝ => 4 * y ^ 4) (16 * x ^ 3) x := by
    refine ((hasDerivAt_pow 4 x).const_mul 4).congr_deriv ?_
    show 4 * (((4 : ℕ) : ℝ) * x ^ 3) = 16 * x ^ 3
    push_cast
    ring
  -- the numerator has the simple derivative `4 x sin² x`
  have hN : HasDerivAt
      (fun y => y ^ 2 - 2 * y * Real.sin y * Real.cos y + Real.sin y ^ 2)
      (4 * x * Real.sin x ^ 2) x := by
    refine ((h1.fun_sub h2).fun_add h3).congr_deriv ?_
    linear_combination (-2 * x) * Real.sin_sq_add_cos_sq x
  refine (hN.fun_div h4 (by positivity)).fun_neg.congr_deriv ?_
  -- the quotient rule leaves a perfect square
  calc _ = (x ^ 2 - 2 * x * Real.sin x * Real.cos x + Real.sin x ^ 2
            - x ^ 2 * Real.sin x ^ 2) / x ^ 5 := by
        field_simp
        ring
    _ = (Real.sin x - x * Real.cos x) ^ 2 / x ^ 5 := by
        congr 1
        linear_combination (-x ^ 2) * Real.sin_sq_add_cos_sq x
    _ = j1 x ^ 2 / x := by
        unfold j1
        field_simp

/-- For `R ≥ 1`, `R²` times the elementary function `tailForm` differs from `1/4` by at most
`1/(2R)`. -/
theorem abs_tailForm_sub_le {R : ℝ} (hR : 1 ≤ R) :
    |R ^ 2 * tailForm R - 1 / 4| ≤ 1 / (2 * R) := by
  have h0 : 0 < R := by linarith
  have hsc := Real.sin_sq_add_cos_sq R
  have hp : 2 * Real.sin R * Real.cos R ≤ 1 := by
    nlinarith [sq_nonneg (Real.sin R - Real.cos R)]
  have hm : -1 ≤ 2 * Real.sin R * Real.cos R := by
    nlinarith [sq_nonneg (Real.sin R + Real.cos R)]
  have hb : |Real.sin R ^ 2 - 2 * R * Real.sin R * Real.cos R| ≤ 2 * R := by
    have hp' := mul_le_mul_of_nonneg_left hp h0.le
    have hm' := mul_le_mul_of_nonneg_left hm h0.le
    rw [abs_le]
    constructor
    · nlinarith [sq_nonneg (Real.sin R)]
    · nlinarith [sq_nonneg (Real.cos R)]
  have he : R ^ 2 * tailForm R - 1 / 4
      = (Real.sin R ^ 2 - 2 * R * Real.sin R * Real.cos R) / (4 * R ^ 2) := by
    unfold tailForm
    field_simp
    ring
  have hpos : 0 < 4 * R ^ 2 := by positivity
  rw [he, abs_div, abs_of_pos hpos, div_le_div_iff₀ hpos (by positivity)]
  nlinarith [mul_le_mul_of_nonneg_right hb h0.le]

/-- `R²` times the elementary function `tailForm` tends to `1/4` as `R` tends to infinity. -/
theorem tendsto_sq_mul_tailForm :
    Tendsto (fun R => R ^ 2 * tailForm R) atTop (𝓝 (1 / 4)) := by
  have h : Tendsto (fun R : ℝ => (1 / 2) * R⁻¹) atTop (𝓝 0) := by
    simpa using (tendsto_inv_atTop_zero (𝕜 := ℝ)).const_mul (1 / 2 : ℝ)
  refine tendsto_iff_norm_sub_tendsto_zero.2
    (squeeze_zero' (Eventually.of_forall fun _ => norm_nonneg _) ?_ h)
  filter_upwards [eventually_ge_atTop 1] with R hR
  rw [Real.norm_eq_abs]
  exact (abs_tailForm_sub_le hR).trans_eq (by ring)

/-- For `R > 0` the exchange tail converges and has an elementary closed form. -/
theorem exchangeTail_closed_form {R : ℝ} (hR : 0 < R) :
    IntegrableOn (fun x => j1 x ^ 2 / x) (Ioi R) ∧
      exchangeTail R =
        (R ^ 2 - 2 * R * Real.sin R * Real.cos R + Real.sin R ^ 2) / (4 * R ^ 4) := by
  -- the antiderivative vanishes at infinity
  have hlim : Tendsto (fun y => -tailForm y) atTop (𝓝 0) := by
    have h := tendsto_sq_mul_tailForm.mul ((tendsto_inv_atTop_zero (𝕜 := ℝ)).pow 2)
    have h0 : (1 / 4 : ℝ) * 0 ^ 2 = 0 := by norm_num
    rw [h0] at h
    have h' : Tendsto tailForm atTop (𝓝 0) := by
      refine h.congr' ?_
      filter_upwards [eventually_gt_atTop 0] with y hy
      field_simp
    simpa using h'.neg
  have hd : ∀ x ∈ Ici R, HasDerivAt (fun y => -tailForm y) (j1 x ^ 2 / x) x :=
    fun x hx => hasDerivAt_neg_tailForm (lt_of_lt_of_le hR hx)
  have hn : ∀ x ∈ Ioi R, 0 ≤ j1 x ^ 2 / x :=
    fun x hx => div_nonneg (sq_nonneg _) (hR.trans hx).le
  refine ⟨integrableOn_Ioi_deriv_of_nonneg' hd hn hlim, ?_⟩
  have h := integral_Ioi_of_hasDerivAt_of_nonneg' hd hn hlim
  rw [zero_sub, neg_neg] at h
  exact h

/-- The exchange tail converges for `R > 0`, is at most `2/R²` for `R ≥ 1`, and `R²` times it
tends to `1/4` as `R` tends to infinity. -/
theorem exchangeTail_decay :
    (∀ R : ℝ, 0 < R → IntegrableOn (fun x => j1 x ^ 2 / x) (Ioi R)) ∧
    (∀ R : ℝ, 1 ≤ R → exchangeTail R ≤ 2 / R ^ 2) ∧
    Tendsto (fun R => R ^ 2 * exchangeTail R) atTop (𝓝 (1 / 4)) := by
  refine ⟨fun R hR => (exchangeTail_closed_form hR).1, fun R hR => ?_, ?_⟩
  · have h0 : 0 < R := by linarith
    have hE : exchangeTail R = tailForm R := (exchangeTail_closed_form h0).2
    have h1 := (abs_le.1 (abs_tailForm_sub_le hR)).2
    have h2 : 1 / (2 * R) ≤ 1 := by
      rw [div_le_one (by positivity)]
      linarith
    rw [hE, le_div_iff₀ (by positivity)]
    linarith [mul_comm (tailForm R) (R ^ 2)]
  · refine tendsto_sq_mul_tailForm.congr' ?_
    filter_upwards [eventually_gt_atTop 0] with R hR
    rw [(exchangeTail_closed_form hR).2, tailForm]

/-- For `R ≥ 1`, `R²` times the exchange tail differs from `1/4` by at most `1/(2R)`. -/
theorem abs_exchangeTail_sub_le {R : ℝ} (hR : 1 ≤ R) :
    |R ^ 2 * exchangeTail R - 1 / 4| ≤ 1 / (2 * R) := by
  rw [(exchangeTail_closed_form (by linarith)).2]
  exact abs_tailForm_sub_le hR

/-- The exchange hole at distance `r > 0` from an electron in the unpolarised uniform gas with
Fermi wavevector `k > 0` and density `k³/(3π²)`. -/
def exchangeHole (k r : ℝ) : ℝ :=
  -(9 / 2) * (k ^ 3 / (3 * π ^ 2)) * (j1 (k * r) / (k * r)) ^ 2

/-- The exchange energy per electron of the unpolarised uniform gas with Fermi wavevector `k > 0`,
in atomic units, from distances `r > D`, for `D > 0`: half the Coulomb interaction of an electron
with that part of its exchange hole. -/
def discardedExchange (k D : ℝ) : ℝ :=
  (1 / 2) * ∫ r in Ioi D, 4 * π * r ^ 2 * (exchangeHole k r / r)

/-- For `k > 0` and `D > 0`, the exchange energy per electron from beyond the distance `D` is
`-3k/π` times the dimensionless tail at `kD`. -/
theorem discardedExchange_eq {k D : ℝ} (hk : 0 < k) (hD : 0 < D) :
    discardedExchange k D = -(3 * k / π) * exchangeTail (k * D) := by
  have hpi := Real.pi_pos
  have hc := integral_comp_mul_left_Ioi (fun x => j1 x ^ 2 / x) D hk
  simp only [smul_eq_mul] at hc
  have hi : ∫ r in Ioi D, 4 * π * r ^ 2 * (exchangeHole k r / r)
      = ∫ r in Ioi D, -(6 * k ^ 2 / π) * (j1 (k * r) ^ 2 / (k * r)) := by
    refine setIntegral_congr_fun measurableSet_Ioi fun r hr => ?_
    have hr0 : 0 < r := hD.trans hr
    simp only [exchangeHole]
    field_simp
    ring
  -- substitute `x = k r`
  rw [discardedExchange, hi, integral_const_mul, hc, exchangeTail]
  field_simp
  ring

/-- At fixed Fermi wavevector `k > 0`, `D²` times the exchange energy per electron from beyond
the distance `D` tends to `-3/(4πk)` as `D` tends to infinity. -/
theorem tendsto_sq_mul_discardedExchange {k : ℝ} (hk : 0 < k) :
    Tendsto (fun D => D ^ 2 * discardedExchange k D) atTop (𝓝 (-3 / (4 * π * k))) := by
  have hpi := Real.pi_pos
  have hs : Tendsto (fun D : ℝ => k * D) atTop atTop := tendsto_id.const_mul_atTop hk
  have h := (exchangeTail_decay.2.2.comp hs).const_mul (-(3 / (π * k)))
  have hl : -(3 / (π * k)) * (1 / 4) = -3 / (4 * π * k) := by
    field_simp
  rw [hl] at h
  refine h.congr' ?_
  filter_upwards [eventually_gt_atTop 0] with D hD
  rw [discardedExchange_eq hk hD]
  simp only [Function.comp_apply]
  field_simp

end

end UniformGasExchangeTail
```

```lean
#print axioms UniformGasExchangeTail.abs_exchangeTail_sub_le
#print axioms UniformGasExchangeTail.tendsto_sq_mul_discardedExchange
```

```
'UniformGasExchangeTail.abs_exchangeTail_sub_le' depends on axioms: [propext, Classical.choice, Quot.sound]
'UniformGasExchangeTail.tendsto_sq_mul_discardedExchange' depends on axioms: [propext, Classical.choice, Quot.sound]
```

## What the theorems establish for the gas

The definition `exchangeTail R` is I(R), a Lebesgue integral over the open half-line `Ioi R`. The function T is called `tailForm`. The definitions `exchangeHole k r` and `discardedExchange k D` are h(r) and E(D), with all arguments real numbers. The density is not a separate argument: it is written out as k³/(3π²), which fixes the unpolarised gas.

`exchangeTail_decay` has three parts: convergence for every R > 0, the bound 2/R² for R ≥ 1, and the limit 1/4. Convergence is stated as `IntegrableOn`. It needs its own statement because Lean assigns the value zero to the integral of a non-integrable function, so a bound on the value alone would say little. `exchangeTail_closed_form` gives convergence together with the elementary expression, and `abs_exchangeTail_sub_le` gives the error bound 1/(2R).

For the physical energy, `discardedExchange_eq` holds for all k > 0 and D > 0. `tendsto_sq_mul_discardedExchange` takes D to infinity at fixed k > 0; it makes no claim of uniformity as k → 0.

The exchange hole enters as a definition. Its form stands for the Fermi sea of plane waves at zero temperature, with both spins equally occupied, and is not derived from a Slater determinant in Lean. The interaction is the bare Coulomb 1/r. The step from here to a real metal is to replace that metal's one-particle density matrix by the one for the uniform gas, and no hypothesis justifies this replacement. The theorems also concern real numbers and an infinite gas, so they say nothing about rounding, finite k-point sampling or basis-set error in a program.

## How the lemmas carry the derivation

`hasDerivAt_neg_tailForm` is the differentiation step. It assembles the derivatives of the separate terms, and the intermediate fact `hN` records N′(x) = 4x sin² x. The `calc` block then follows the quotient rule to the perfect square. At both places where sin² x + cos² x = 1 is needed, `linear_combination` supplies the required multiple of that identity.

`abs_tailForm_sub_le` is the large-R estimate. The bounds on 2 sin R cos R come from the nonnegativity of (sin R − cos R)² and (sin R + cos R)², which are passed to `nlinarith`. The fact `hb` bounds the numerator by 2R, and `he` is the formula for R² T(R) − 1/4. From this estimate `tendsto_sq_mul_tailForm` obtains the limit by squeezing the error between zero and 1/(2R).

`exchangeTail_closed_form` first shows that T vanishes at infinity, by multiplying R² T(R) by R⁻². It then applies two Mathlib results for a nonnegative derivative on a half-line: `integrableOn_Ioi_deriv_of_nonneg'` yields convergence, and `integral_Ioi_of_hasDerivAt_of_nonneg'` yields the value. `exchangeTail_decay` and `abs_exchangeTail_sub_le` transfer the estimates from T to I.

In `discardedExchange_eq`, the fact `hi` rewrites the Coulomb integrand as −(6k²/π) j1(kr)²/(kr), and `integral_comp_mul_left_Ioi` performs the substitution x = kr. The last theorem composes the limit for I with D ↦ kD, which tends to infinity because k > 0, and multiplies by −3/(πk).
